# No choice of levels is differentiable at a conical intersection of a real two-state Hamiltonian

## Hamiltonian, levels and gradients

Let \(V\) be a real normed space of nuclear coordinates. At each point \(y\in V\), two electronic states are described by the real symmetric matrix

\[
H(y)=\begin{pmatrix} t(y)+f(y) & g(y)\\ g(y) & t(y)-f(y)\end{pmatrix}.
\]

Here \(t\) is the mean energy, \(f\) is half the difference between the two diabatic energies, and \(g\) is the coupling. All three are real functions on \(V\).

A number \(e\) is a level of \(H(y)\) if \(H(y)u=eu\) for some nonzero \(u\in\mathbb R^2\). A selection of levels is a function \(E:V\to\mathbb R\) such that \(E(y)\) is a level of \(H(y)\) at every \(y\). It may take the upper level at one point and the lower level at the next, and it need not be continuous.

Derivatives are Fréchet derivatives. The derivative \(f'\) at a point \(x\) is a continuous linear form on \(V\), and \(f'(v)\) is the slope of \(f\) in the direction \(v\). The word "gradient" below means this linear form, so no inner product on \(V\) is needed.

## What happens at the degeneracy

The levels meet at \(x\) when \(f(x)=g(x)=0\). Suppose that \(t\), \(f\) and \(g\) are differentiable there and that \(f'\) and \(g'\) are linearly independent. Then no selection of levels is differentiable at \(x\).

Linear independence is the condition that makes the intersection conical. It says that there are two displacements, one changing \(f\) but not \(g\) at first order and the other changing \(g\) but not \(f\), so that the degeneracy is lifted linearly in every direction of the plane through \(x\) that they span.

When \(t\), \(f\) and \(g\) are themselves continuous linear forms, which is called the linear model below, there is also a converse: a selection differentiable at the origin exists exactly when \(f\) and \(g\) are linearly dependent. The linear vibronic coupling model normally has, in addition, a harmonic potential common to both states, which is left out here.

For electronic structure this means that, in a two-state model with such an intersection, a fit of one adiabatic energy by an everywhere differentiable function of the coordinates cannot be exact at every geometry, even if the fit may switch between the surfaces.

## From the secular equation to the slopes

A nonzero null vector of \(H-e\) exists exactly when the determinant vanishes:

\[
(t+f-e)(t-f-e)-g^2=(e-t)^2-f^2-g^2=0 .
\]

So \(e\) is a level if and only if \((e-t)^2=f^2+g^2\). This equation does not distinguish the upper level from the lower one, which is why it suits an arbitrary selection.

Now let \(E\) be a selection with derivative \(E'\) at the degeneracy \(x\). Since \(f(x)=g(x)=0\), the secular equation gives \(E(x)=t(x)\). Take a direction \(v\) and a real \(s\neq0\), and divide the secular equation at \(x+sv\) by \(s^2\):

\[
\left(\frac{E(x+sv)-t(x+sv)}{s}\right)^2
=\left(\frac{f(x+sv)}{s}\right)^2+\left(\frac{g(x+sv)}{s}\right)^2 .
\]

The functions \(E-t\), \(f\) and \(g\) all vanish at \(x\), so each fraction is a difference quotient. Letting \(s\to0\) gives, with \(D=E'-t'\),

\[
D(v)^2=f'(v)^2+g'(v)^2\qquad\text{for every } v\in V .
\]

## One square cannot equal two independent squares

Write this identity for \(v+w\), subtract those for \(v\) and \(w\), and halve the result:

\[
D(v)D(w)=f'(v)f'(w)+g'(v)g'(w).
\]

The Gram identity for two vectors in the plane then gives

\[
\begin{aligned}
\bigl(f'(v)g'(w)-f'(w)g'(v)\bigr)^2
&=\bigl(f'(v)^2+g'(v)^2\bigr)\bigl(f'(w)^2+g'(w)^2\bigr)\\
&\quad-\bigl(f'(v)f'(w)+g'(v)g'(w)\bigr)^2\\
&=D(v)^2D(w)^2-\bigl(D(v)D(w)\bigr)^2=0 .
\end{aligned}
\]

Hence \(f'(v)g'(w)-f'(w)g'(v)=0\) for all \(v,w\). With \(w\) fixed, this says that the linear form \(g'(w)f'-f'(w)g'\) is zero. Independence forces its coefficients to vanish, so \(f'(w)=0\). As \(w\) was arbitrary, \(f'=0\). But then \(1\cdot f'+0\cdot g'=0\) is a nontrivial relation, which contradicts independence.

## Dependent gradients in the linear model

Let \(t,f,g\) be continuous linear forms with \(af+bg=0\) and \((a,b)\neq(0,0)\). Put \(c=1/\sqrt{a^2+b^2}\) and

\[
E=t+c\,(bf-ag).
\]

Since \((bf-ag)^2+(af+bg)^2=(a^2+b^2)(f^2+g^2)\) and the second square is zero, \((E-t)^2=f^2+g^2\). So \(E\) is a level everywhere, and it is linear, hence differentiable.

## One coordinate and two

With a single coordinate, \(V=\mathbb R\), any two linear forms are dependent, and relabelling works in the linear model. For the levels of \(\operatorname{diag}(s,-s)\), the upper level \(|s|\) has a kink at \(s=0\), while the selection \(E(s)=s\) is smooth and follows one diabatic state through the crossing.

The smallest case of the obstruction is the plane, with

\[
H(p)=\begin{pmatrix}p_1&p_2\\p_2&-p_1\end{pmatrix},\qquad p=(p_1,p_2)\in\mathbb R^2 .
\]

Its levels are \(\pm\sqrt{p_1^2+p_2^2}\), the two halves of a double cone. Along any one line through the origin a smooth labelling exists, with slope \(\pm1\) per unit Euclidean length. A derivative at the origin would have to combine these slopes into one linear form, but every linear form on the plane vanishes in some direction, where the required slope is still \(\pm1\).

## The Lean file

```lean
import Mathlib

open Matrix Filter Topology

namespace ConicalIntersection

variable {V : Type*} [NormedAddCommGroup V] [NormedSpace ℝ V]

/-- The real two-level Hamiltonian with mean energy `t`, half-gap `f` of the diabatic
states and coupling `g`. -/
def twoLevel (t f g : ℝ) : Matrix (Fin 2) (Fin 2) ℝ :=
  !![t + f, g; g, t - f]

/-- The number `e` is an energy level of `A`: some nonzero state is an eigenvector with
eigenvalue `e`. -/
def IsLevel (A : Matrix (Fin 2) (Fin 2) ℝ) (e : ℝ) : Prop :=
  ∃ v : Fin 2 → ℝ, v ≠ 0 ∧ A *ᵥ v = e • v

/-- Secular equation: `e` is a level of the two-level Hamiltonian exactly when its squared
distance from the mean energy is `f ^ 2 + g ^ 2`. -/
theorem isLevel_twoLevel_iff (t f g e : ℝ) :
    IsLevel (twoLevel t f g) e ↔ (e - t) ^ 2 = f ^ 2 + g ^ 2 := by
  have key : ∀ v : Fin 2 → ℝ, twoLevel t f g *ᵥ v = e • v ↔
      !![t + f - e, g; g, t - f - e] *ᵥ v = 0 := by
    intro v
    simp only [funext_iff, Fin.forall_fin_two]
    simp [twoLevel, Matrix.mulVec, dotProduct, Fin.sum_univ_two]
    constructor <;> rintro ⟨h1, h2⟩ <;> constructor <;> linarith
  unfold IsLevel
  simp only [key]
  -- a nonzero null vector exists exactly when the secular determinant vanishes
  rw [Matrix.exists_mulVec_eq_zero_iff, Matrix.det_fin_two_of]
  constructor <;> intro h <;> linear_combination h

/-- If a selection `E` of levels, the mean energy, the half-gap and the coupling are all
differentiable at a degeneracy, then in every direction its slope relative to the mean energy
squares to the sum of the squared slopes of half-gap and coupling. -/
theorem slope_sq_of_differentiable {E t f g : V → ℝ} {E' t' f' g' : V →L[ℝ] ℝ} {x : V}
    (hlevel : ∀ y, IsLevel (twoLevel (t y) (f y) (g y)) (E y))
    (hE : HasFDerivAt E E' x) (ht : HasFDerivAt t t' x)
    (hf : HasFDerivAt f f' x) (hg : HasFDerivAt g g' x)
    (hf0 : f x = 0) (hg0 : g x = 0) (v : V) :
    (E' v - t' v) ^ 2 = f' v ^ 2 + g' v ^ 2 := by
  have sec := fun y => (isLevel_twoLevel_iff _ _ _ _).1 (hlevel y)
  -- difference quotients along the line `x + s v`
  have lim : ∀ (F : V → ℝ) (F' : V →L[ℝ] ℝ), HasFDerivAt F F' x → F x = 0 →
      Tendsto (fun s : ℝ => s⁻¹ * F (x + s • v)) (𝓝[≠] 0) (𝓝 (F' v)) := by
    intro F F' hF hF0
    have h := (hF.hasLineDerivAt v).tendsto_slope_zero
    simpa only [hF0, sub_zero, smul_eq_mul] using h
  have hD0 : E x - t x = 0 := by
    have h := sec x
    rw [hf0, hg0] at h
    have h2 : (E x - t x) ^ 2 = 0 := by linear_combination h
    exact pow_eq_zero_iff (two_ne_zero) |>.1 h2
  have hD := lim (fun y => E y - t y) (E' - t') (hE.sub ht) hD0
  have h1 := hD.pow 2
  have h2 := ((lim f f' hf hf0).pow 2).add ((lim g g' hg hg0).pow 2)
  -- the secular equation makes the two squared quotients equal before the limit
  have heq : (fun s : ℝ => (s⁻¹ * (E (x + s • v) - t (x + s • v))) ^ 2) =
      fun s : ℝ => (s⁻¹ * f (x + s • v)) ^ 2 + (s⁻¹ * g (x + s • v)) ^ 2 := by
    funext s
    linear_combination (s⁻¹) ^ 2 * sec (x + s • v)
  have h3 : Tendsto (fun s : ℝ => (s⁻¹ * (E (x + s • v) - t (x + s • v))) ^ 2)
      (𝓝[≠] 0) (𝓝 (f' v ^ 2 + g' v ^ 2)) := by
    rw [heq]
    exact h2
  exact tendsto_nhds_unique h1 h3

/-- At a degeneracy where mean energy, half-gap and coupling are differentiable and the gradients of
half-gap and coupling are linearly independent, no selection of energy levels is differentiable. -/
theorem not_differentiableAt_of_independent {E t f g : V → ℝ} {t' f' g' : V →L[ℝ] ℝ} {x : V}
    (hlevel : ∀ y, IsLevel (twoLevel (t y) (f y) (g y)) (E y))
    (ht : HasFDerivAt t t' x) (hf : HasFDerivAt f f' x) (hg : HasFDerivAt g g' x)
    (hf0 : f x = 0) (hg0 : g x = 0) (hind : LinearIndependent ℝ ![f', g']) :
    ¬ DifferentiableAt ℝ E x := by
  rintro ⟨E', hE⟩
  have sq := slope_sq_of_differentiable hlevel hE ht hf hg hf0 hg0
  rw [LinearIndependent.pair_iff] at hind
  -- a sum of two squares that is a single square has vanishing Gram determinant
  have gram : ∀ v w, f' v * g' w - f' w * g' v = 0 := by
    intro v w
    have hv := sq v
    have hw := sq w
    have hvw := sq (v + w)
    simp only [map_add] at hvw
    have hc : (E' v - t' v) * (E' w - t' w) = f' v * f' w + g' v * g' w := by
      linear_combination (hvw - hv - hw) / 2
    have h2 : (f' v * g' w - f' w * g' v) ^ 2 = 0 := by
      linear_combination (-(f' w ^ 2 + g' w ^ 2)) * hv - (E' v - t' v) ^ 2 * hw +
        ((E' v - t' v) * (E' w - t' w) + (f' v * f' w + g' v * g' w)) * hc
    exact pow_eq_zero_iff (two_ne_zero) |>.1 h2
  have hzero : ∀ w, f' w = 0 := by
    intro w
    have h : g' w • f' + (-(f' w)) • g' = 0 := by
      refine ContinuousLinearMap.ext fun v => ?_
      show g' w * f' v + -(f' w) * g' v = 0
      linear_combination gram v w
    exact neg_eq_zero.1 (hind _ _ h).2
  have hf'0 : f' = 0 := ContinuousLinearMap.ext hzero
  have h10 := (hind 1 0 (by rw [hf'0, smul_zero, zero_smul, add_zero])).1
  exact one_ne_zero h10

/-- When mean energy, half-gap and coupling are continuous linear forms in the coordinates, a
selection of levels differentiable at the origin exists exactly when half-gap and coupling are
linearly dependent functions of the coordinates. -/
theorem exists_differentiable_level_iff (t f g : V →L[ℝ] ℝ) :
    (∃ E : V → ℝ, (∀ y, IsLevel (twoLevel (t y) (f y) (g y)) (E y)) ∧
      DifferentiableAt ℝ E 0) ↔ ¬ LinearIndependent ℝ ![f, g] := by
  constructor
  · rintro ⟨E, hE, hd⟩ hind
    exact not_differentiableAt_of_independent hE t.hasFDerivAt f.hasFDerivAt g.hasFDerivAt
      (map_zero f) (map_zero g) hind hd
  · intro h
    simp only [LinearIndependent.pair_iff, not_forall] at h
    obtain ⟨a, b, h0, hab⟩ := h
    have hn : 0 < a ^ 2 + b ^ 2 := by
      rcases eq_or_ne a 0 with ha | ha
      · have hb : b ≠ 0 := fun hb => hab ⟨ha, hb⟩
        positivity
      · positivity
    obtain ⟨c, hc⟩ : ∃ c : ℝ, c ^ 2 * (a ^ 2 + b ^ 2) = 1 :=
      ⟨(√(a ^ 2 + b ^ 2))⁻¹, by
        rw [inv_pow, Real.sq_sqrt hn.le, inv_mul_cancel₀ hn.ne']⟩
    -- the relabelled level is itself linear in the coordinates
    refine ⟨fun y => (t + c • (b • f - a • g)) y, fun y => ?_,
      (t + c • (b • f - a • g)).differentiableAt⟩
    rw [isLevel_twoLevel_iff]
    have hy : a * f y + b * g y = 0 := DFunLike.congr_fun h0 y
    show (t y + c * (b * f y - a * g y) - t y) ^ 2 = f y ^ 2 + g y ^ 2
    linear_combination (f y ^ 2 + g y ^ 2) * hc - c ^ 2 * (a * f y + b * g y) * hy

/-- No function on the plane that is everywhere a level of `[[x, y], [y, -x]]` is
differentiable at the origin. -/
theorem cone_not_differentiableAt (E : ℝ × ℝ → ℝ)
    (hE : ∀ p : ℝ × ℝ, IsLevel !![p.1, p.2; p.2, -p.1] (E p)) :
    ¬ DifferentiableAt ℝ E 0 := by
  have hlevel : ∀ p : ℝ × ℝ, IsLevel (twoLevel 0 p.1 p.2) (E p) := by
    intro p
    simpa only [twoLevel, zero_add, zero_sub] using hE p
  have hind : LinearIndependent ℝ
      ![ContinuousLinearMap.fst ℝ ℝ ℝ, ContinuousLinearMap.snd ℝ ℝ ℝ] := by
    rw [LinearIndependent.pair_iff]
    intro a b h
    have h1 := DFunLike.congr_fun h ((1 : ℝ), (0 : ℝ))
    have h2 := DFunLike.congr_fun h ((0 : ℝ), (1 : ℝ))
    exact ⟨by simpa using h1, by simpa using h2⟩
  exact not_differentiableAt_of_independent (t := fun _ => 0) (f := Prod.fst) (g := Prod.snd)
    hlevel (hasFDerivAt_const 0 0) hasFDerivAt_fst hasFDerivAt_snd rfl rfl hind

/-- The function `√(x ^ 2 + y ^ 2)` is a level of `[[x, y], [y, -x]]` at every point of the
plane. -/
theorem cone_level_witness (p : ℝ × ℝ) :
    IsLevel !![p.1, p.2; p.2, -p.1] (√(p.1 ^ 2 + p.2 ^ 2)) := by
  have h : IsLevel (twoLevel 0 p.1 p.2) (√(p.1 ^ 2 + p.2 ^ 2)) := by
    rw [isLevel_twoLevel_iff, sub_zero, Real.sq_sqrt (by positivity)]
  simpa only [twoLevel, zero_add, zero_sub] using h

end ConicalIntersection
```

```lean
#print axioms ConicalIntersection.isLevel_twoLevel_iff
#print axioms ConicalIntersection.exists_differentiable_level_iff
#print axioms ConicalIntersection.cone_not_differentiableAt
```

```
'ConicalIntersection.isLevel_twoLevel_iff' depends on axioms: [propext, Classical.choice, Quot.sound]
'ConicalIntersection.exists_differentiable_level_iff' depends on axioms: [propext, Classical.choice, Quot.sound]
'ConicalIntersection.cone_not_differentiableAt' depends on axioms: [propext, Classical.choice, Quot.sound]
```

## Reading the statements

`twoLevel t f g` is the matrix at one geometry, with three real numbers as entries. The dependence on coordinates enters through `twoLevel (t y) (f y) (g y)`. `IsLevel A e` is the eigenvalue condition with a real, nonzero, not necessarily normalised eigenvector.

In `not_differentiableAt_of_independent`, the hypothesis `hlevel` says that `E` is a selection of levels on all of `V`. The hypotheses `ht`, `hf` and `hg` supply the derivatives at `x`, while `hf0` and `hg0` place the degeneracy there. `hind` is the independence of the gradients. The type `V →L[ℝ] ℝ` is that of continuous linear forms, and `V` may have infinite dimension.

`exists_differentiable_level_iff` takes `t`, `f` and `g` themselves to be such forms, which puts the degeneracy at the origin. `cone_not_differentiableAt` is the planar case, with `p.1` and `p.2` for \(p_1\) and \(p_2\). `cone_level_witness` shows that a selection exists in that case, so the negative result is not vacuous.

The Hamiltonian is real and has exactly two states; complex couplings are not treated, and the reduction of a many-electron problem to two differentiable diabatic states is assumed. The theorems concern smoothness at a given degeneracy. They do not count the parameters needed to reach one, which is the subject of the non-crossing rule. The converse is stated only for linear entries.

## How the proof follows the derivation

`isLevel_twoLevel_iff` is the secular equation. Its auxiliary statement `key` moves \(eu\) to the left-hand side, component by component. Mathlib's `Matrix.exists_mulVec_eq_zero_iff` then replaces the existence of a nonzero null vector by a vanishing determinant, and `linear_combination` rearranges the polynomial.

`slope_sq_of_differentiable` takes the limit along the line \(x+sv\). `hD0` is the equality \(E(x)=t(x)\), `heq` is the secular equation divided by \(s^2\), and `h1` and `h2` are the limits of its two sides. Uniqueness of limits, `tendsto_nhds_unique`, gives the slope identity.

`not_differentiableAt_of_independent` assumes a derivative `E'` and applies that identity to `v`, `w` and `v + w`. The polarised equation is `hc`. The statement `gram` contains the Gram identity: the coefficients given to `linear_combination` say how `hv`, `hw` and `hc` add up to the vanishing square. `LinearIndependent.pair_iff` expresses independence through coefficients, and the hypothesis `hind` in this form is used twice, first to obtain `hzero` and then for the contradiction with coefficients 1 and 0.

In `exists_differentiable_level_iff`, the forward direction applies this theorem, since a continuous linear form is its own derivative. The reverse direction extracts `a` and `b` from the failure of independence, constructs `c` with `c ^ 2 * (a ^ 2 + b ^ 2) = 1`, and checks the linear level through the secular equation.

For the cone, `cone_not_differentiableAt` sets the mean energy to zero and takes the two coordinate projections as half-gap and coupling. Evaluating a linear relation between them at \((1,0)\) and \((0,1)\) shows that both coefficients vanish. `cone_level_witness` needs only the secular equation and the square of a square root.

## The limit along a punctured line

The analytic part of the argument rests on `tendsto_slope_zero`. A Fréchet derivative yields a line derivative in each direction `v`, through `hasLineDerivAt`, and this lemma turns the line derivative into the statement that

\[
s^{-1}\bigl(F(x+sv)-F(x)\bigr)\longrightarrow F'(v)\qquad (s\to0,\ s\neq0).
\]

The filter `𝓝[≠] 0` encodes the approach to zero with zero itself left out. The local statement `lim` packages this for functions with \(F(x)=0\), and it is applied three times, to \(E-t\), \(f\) and \(g\).

The limit is taken of signed quotients, and they are squared afterwards. If only the squared quotients of \(E-t\) were known to converge, the argument would fail, because they converge for the upper level of the cone too. Differentiability of \(E\) adds that the signed slopes come from one linear form \(D\), and the polarisation step uses exactly that linearity.
